# The determinant of an orbital-diagonal pairing function is a sum over doubly occupied configurations

Let N up electrons and N down electrons be paired by a function that is diagonal in M orbitals φₖ,

f(r,s) = ∑ₖ λₖ φₖ(r) φₖ(s).

Then the N × N determinant of f between the up positions rᵢ and the down positions sⱼ is

det f(rᵢ,sⱼ) = ∑_S (∏_{k∈S} λₖ) · D_S(r) · D_S(s),

where S runs over the sets of N levels, and D_S(x) is the determinant of the orbitals in S at the positions x. The identity holds for values in any commutative ring, and the orbitals need not be orthogonal or normalised.

## N pairs in one determinant

The function f is the amplitude of one pair, with one electron of each spin. It is symmetric in r and s, as a spin singlet requires. The number λₖ is the pairing amplitude of level k: for orthonormal orbitals it says how strongly the pair uses the orbital φₖ for both of its electrons (multiplying φₖ by a factor a has the same effect on f as multiplying λₖ by a²). Putting N pairs into the same f and antisymmetrising within each spin gives the determinant above, up to a constant factor.

In each term of the expansion, the same levels are occupied by up and by down electrons, so every occupied level holds a pair. For electronic structure and quantum Monte Carlo this means that, with a pairing function diagonal in finitely many orbitals, one N × N determinant evaluates a particular superposition of all such configurations, whose coefficients are fixed by only M numbers.

The determinants D_S carry no factor 1/√N!. In terms of the usual Slater determinants D_S/√N!, the coefficient of S is N! ∏_{k∈S} λₖ. For real amplitudes and real orthonormal orbitals, the normalised state, when it exists, contains S with probability

∏_{k∈S} λₖ² / ∑_T ∏_{k∈T} λₖ²,

where T runs over the same sets as S.

## From assignments of levels to configurations

The indices i and j run over 0, …, N−1. For any list c of N levels, repetitions allowed, write

D_c(x) = det φ_{c(j)}(xᵢ),

with positions as rows and orbitals as columns. D_S is this determinant for the levels of S in increasing order, S(0) < S(1) < ….

**Expanding.** The determinant is a signed sum over permutations σ:

det f(rᵢ,sⱼ) = ∑_σ sgn(σ) ∏ᵢ f(r_{σ(i)}, sᵢ).

Each factor is a sum over levels. Multiplying out means choosing a level p(i) for every i, which gives

∑_σ sgn(σ) ∑_p ∏ᵢ λ_{p(i)} φ_{p(i)}(r_{σ(i)}) φ_{p(i)}(sᵢ).

Only the factors with r depend on σ. Their signed sum is D_p(r), so

det f(rᵢ,sⱼ) = ∑_p (∏ᵢ λ_{p(i)}) (∏ᵢ φ_{p(i)}(sᵢ)) D_p(r).

**Discarding repetitions.** If p uses a level twice, D_p(r) has two equal columns and vanishes.

**Collecting orderings.** If p has no repetition, its values form a set S of N levels, and p(i) = S(σ(i)) for exactly one permutation σ. Reordering the columns gives D_p(r) = sgn(σ) D_S(r), and the product of the λ's does not depend on the order. The terms belonging to S therefore add up to

(∏_{k∈S} λₖ) D_S(r) ∑_σ sgn(σ) ∏ᵢ φ_{S(σ(i))}(sᵢ).

The last sum is D_S(s), and summing over S gives the result.

## Too few levels, a blocked level, localised orbitals

Suppose that λₖ vanishes outside a set of fewer than N levels. Every S with N elements then contains a level with λₖ = 0, so each term is zero and the amplitude vanishes at all positions.

Now set λₘ to zero for a single level m, as when an unpaired electron blocks that level for pairs. Terms with m in S vanish and the others are unchanged. The original amplitude minus the blocked one is therefore the sum of the original terms with m in S.

Finally, let the positions be M lattice sites, with φₖ(x) = 1 for x = k and 0 otherwise. Then f(x,y) is λₓ for x = y and zero for x ≠ y. With the up and the down electrons both placed on the sites of S in increasing order, the matrix is diagonal and its determinant is ∏_{k∈S} λₖ. Taking λₖ = 1 on S and 0 elsewhere gives the value 1, so N active levels can be enough for a nonzero state.

## How the Lean definitions describe the pairs

`R` is the commutative ring of values, for instance the real or complex numbers, and `X` is an arbitrary type of positions. `Fin M` labels the levels and `Fin N` the electrons of each spin. `pairing` is f, `pairState` is its determinant, and `slater φ c x` is D_c(x).

A `Config M N` is a finite set of levels together with the proof that it has N elements, and `level S` lists it in increasing order. This fixes the sign of each determinant, although the product of the up and down determinants would be the same for any common order. The statement includes N = 0, where both sides are 1, and N > M, where there are no configurations and both sides are 0.

The two spins have equal particle numbers and share the same orbitals, without complex conjugation. Pairing between different orbitals, or between an orbital and its complex conjugate, is covered only if the pairing function can be rewritten in the diagonal form with other orbitals. The amplitudes λₖ are given numbers: no Hamiltonian appears that would determine them.

## The complete file

```lean
import Mathlib

open Finset

namespace PairingWaveFunction

variable {R X : Type*} [CommRing R] {M N : ℕ}

/-- The pairing function `f(r,s) = ∑ₖ λₖ φₖ(r) φₖ(s)` of one up and one down electron. -/
def pairing (lam : Fin M → R) (φ : Fin M → X → R) (r s : X) : R :=
  ∑ k, lam k * φ k r * φ k s

/-- The amplitude of `N` pairs: the determinant of the pairing function between the
up positions `r` and the down positions `s`. -/
def pairState (lam : Fin M → R) (φ : Fin M → X → R) (r s : Fin N → X) : R :=
  Matrix.det (Matrix.of fun i j => pairing lam φ (r i) (s j))

/-- The (unnormalised) Slater determinant of the orbitals listed by `c` at positions `x`. -/
def slater (φ : Fin M → X → R) (c : Fin N → Fin M) (x : Fin N → X) : R :=
  Matrix.det (Matrix.of fun i j => φ (c j) (x i))

/-- A configuration: a set of `N` occupied levels among `M`. -/
abbrev Config (M N : ℕ) := {S : Finset (Fin M) // S.card = N}

/-- The occupied levels of a configuration, listed in increasing order. -/
def level (S : Config M N) : Fin N → Fin M := fun i => S.1.orderEmbOfFin S.2 i

/-- The list of occupied levels has no repetition. -/
theorem level_injective (S : Config M N) : Function.Injective (level S) :=
  fun _ _ h => (S.1.orderEmbOfFin S.2).injective h

/-- A level is occupied exactly when it appears in the list, in whatever order `σ`
the list is read. -/
theorem mem_config_iff (S : Config M N) (σ : Equiv.Perm (Fin N)) (k : Fin M) :
    k ∈ S.1 ↔ ∃ i, level S (σ i) = k := by
  have h : k ∈ S.1 ↔ k ∈ Set.range (S.1.orderEmbOfFin S.2) := by
    rw [Finset.range_orderEmbOfFin]
    exact Finset.mem_coe.symm
  rw [h]
  constructor
  · rintro ⟨j, hj⟩
    exact ⟨σ.symm j, by rw [Equiv.apply_symm_apply]; exact hj⟩
  · rintro ⟨i, hi⟩
    exact ⟨σ i, hi⟩

/-- A product over the list of occupied levels is the product over the configuration. -/
theorem prod_level (lam : Fin M → R) (S : Config M N) :
    ∏ i, lam (level S i) = ∏ k ∈ S.1, lam k := by
  have hS : univ.image (level S) = S.1 := by
    ext k
    rw [mem_config_iff S 1 k]
    simp
  have h := Finset.prod_image (f := lam) (s := univ) (g := level S)
    (by intro a _ b _ hab; exact level_injective S hab)
  rw [hS] at h
  exact h.symm

/-- The pair amplitude as a sum over all assignments `p` of a level to each pair. -/
theorem pairState_eq_sum_assignments (lam : Fin M → R) (φ : Fin M → X → R)
    (r s : Fin N → X) :
    pairState lam φ r s =
      ∑ p : Fin N → Fin M, (∏ i, lam (p i)) * (∏ i, φ (p i) (s i)) * slater φ p r := by
  simp only [pairState, slater, pairing, Matrix.det_apply', Matrix.of_apply,
    Finset.prod_univ_sum, Fintype.piFinset_univ, Finset.mul_sum]
  rw [Finset.sum_comm]
  refine sum_congr rfl fun p _ => sum_congr rfl fun σ _ => ?_
  simp only [Finset.prod_mul_distrib]
  ring

/-- The `N`-pair amplitude is the sum over all sets `S` of `N` levels of the product of the
pairing amplitudes in `S` times the up and the down Slater determinant of `S`. -/
theorem pairState_eq_sum_configs (lam : Fin M → R) (φ : Fin M → X → R)
    (r s : Fin N → X) :
    pairState lam φ r s =
      ∑ S : Config M N,
        (∏ k ∈ S.1, lam k) * slater φ (level S) r * slater φ (level S) s := by
  -- One configuration collects all orderings of its levels.
  have key : ∀ S : Config M N,
      (∏ k ∈ S.1, lam k) * slater φ (level S) r * slater φ (level S) s =
        ∑ σ : Equiv.Perm (Fin N), (∏ i, lam (level S (σ i))) *
          (∏ i, φ (level S (σ i)) (s i)) * slater φ (fun i => level S (σ i)) r := by
    intro S
    have hd : slater φ (level S) s = ∑ σ : Equiv.Perm (Fin N),
        ((Equiv.Perm.sign σ : ℤ) : R) * ∏ i, φ (level S (σ i)) (s i) := by
      rw [slater, ← Matrix.det_transpose, Matrix.det_apply']
      rfl
    rw [hd, Finset.mul_sum]
    refine sum_congr rfl fun σ _ => ?_
    have hp : slater φ (fun i => level S (σ i)) r =
        ((Equiv.Perm.sign σ : ℤ) : R) * slater φ (level S) r :=
      Matrix.det_permute' σ (Matrix.of fun i j => φ (level S j) (r i))
    have hl : ∏ i, lam (level S (σ i)) = ∏ k ∈ S.1, lam k :=
      (Equiv.prod_comp σ (fun i => lam (level S i))).trans (prod_level lam S)
    rw [hp, hl]
    ring
  rw [pairState_eq_sum_assignments, sum_congr rfl fun S _ => key S,
    ← Fintype.sum_prod_type' (fun (S : Config M N) (σ : Equiv.Perm (Fin N)) =>
      (∏ i, lam (level S (σ i))) * (∏ i, φ (level S (σ i)) (s i)) *
        slater φ (fun i => level S (σ i)) r)]
  symm
  refine Fintype.sum_of_injective
    (fun (q : Config M N × Equiv.Perm (Fin N)) (i : Fin N) => level q.1 (q.2 i))
    ?_ _ _ ?_ (fun _ => rfl)
  · -- The assignment determines both the configuration and the ordering.
    rintro ⟨S, σ⟩ ⟨T, τ⟩ h
    have h' : ∀ i, level S (σ i) = level T (τ i) := fun i => congrFun h i
    have hST : S = T := by
      apply Subtype.ext
      ext k
      rw [mem_config_iff S σ k, mem_config_iff T τ k]
      simp only [h']
    subst hST
    have hστ : σ = τ := Equiv.ext fun i => level_injective S (h' i)
    rw [hστ]
  · intro p hp
    -- An assignment that is not reached uses some level twice.
    have hni : ¬ Function.Injective p := by
      intro hinj
      apply hp
      let S : Config M N :=
        ⟨univ.image p, by rw [Finset.card_image_of_injective _ hinj, Finset.card_fin]⟩
      have hex : ∀ i, ∃ j, level S j = p i := fun i =>
        (mem_config_iff S 1 (p i)).1 (Finset.mem_image_of_mem p (Finset.mem_univ i))
      choose t ht using hex
      have htinj : Function.Injective t := fun a b hab =>
        hinj (by rw [← ht a, ← ht b, hab])
      exact ⟨(S, Equiv.ofBijective t (Finite.injective_iff_bijective.1 htinj)),
        funext fun i => ht i⟩
    have hrep : ∃ a b, p a = p b ∧ a ≠ b := by
      by_contra hcon
      exact hni fun a b hab => by_contra fun hne => hcon ⟨a, b, hab, hne⟩
    obtain ⟨a, b, hab, hne⟩ := hrep
    have hz : slater φ p r = 0 :=
      Matrix.det_zero_of_column_eq hne fun i => by simp only [Matrix.of_apply, hab]
    rw [hz, mul_zero]

/-- If the pairing amplitudes vanish outside a set of fewer than `N` levels, the
`N`-pair amplitude is zero everywhere. -/
theorem pairState_eq_zero_of_few_levels (lam : Fin M → R) (φ : Fin M → X → R)
    (r s : Fin N → X) (T : Finset (Fin M)) (hT : T.card < N)
    (hlam : ∀ k, k ∉ T → lam k = 0) : pairState lam φ r s = 0 := by
  rw [pairState_eq_sum_configs]
  refine Finset.sum_eq_zero fun S _ => ?_
  have hsub : ¬ S.1 ⊆ T := fun h => by
    have h1 := Finset.card_le_card h
    have h2 := S.2
    omega
  obtain ⟨k, hkS, hkT⟩ := Finset.not_subset.1 hsub
  rw [Finset.prod_eq_zero hkS (hlam k hkT), zero_mul, zero_mul]

/-- Setting the pairing amplitude of level `m` to zero removes from the `N`-pair amplitude
exactly the terms of the configurations that contain `m`. -/
theorem pairState_sub_blocked (lam : Fin M → R) (φ : Fin M → X → R)
    (r s : Fin N → X) (m : Fin M) :
    pairState lam φ r s - pairState (Function.update lam m 0) φ r s =
      ∑ S : Config M N, if m ∈ S.1 then
        (∏ k ∈ S.1, lam k) * slater φ (level S) r * slater φ (level S) s else 0 := by
  rw [pairState_eq_sum_configs, pairState_eq_sum_configs, ← Finset.sum_sub_distrib]
  refine sum_congr rfl fun S _ => ?_
  by_cases hm : m ∈ S.1
  · have h0 : ∏ k ∈ S.1, Function.update lam m 0 k = 0 :=
      Finset.prod_eq_zero hm (by simp)
    rw [if_pos hm, h0]
    ring
  · have h1 : ∏ k ∈ S.1, Function.update lam m 0 k = ∏ k ∈ S.1, lam k :=
by
      refine Finset.prod_congr rfl fun k hk => ?_
      have hkm : k ≠ m := by
        intro h
        rw [h] at hk
        exact hm hk
      exact Function.update_of_ne hkm _ _
    rw [if_neg hm, h1, sub_self]

/-- For orbitals localised on single lattice sites, the unnormalised `N`-pair amplitude, with the up
and the down positions both equal to the sites of `S` in increasing order, is the product of the
pairing amplitudes of these sites. -/
theorem pairState_localised (lam : Fin M → R) (S : Config M N) :
    pairState lam (fun k x : Fin M => if x = k then (1 : R) else 0) (level S) (level S) =
      ∏ k ∈ S.1, lam k := by
  have hdiag : (Matrix.of fun i j => pairing lam
      (fun k x : Fin M => if x = k then (1 : R) else 0) (level S i) (level S j)) =
      Matrix.diagonal fun i => lam (level S i) := by
    ext i j
    by_cases hij : i = j
    · subst hij
      simp [pairing]
    · have hne : level S i ≠ level S j := fun h => hij (level_injective S h)
      simp [pairing, Matrix.diagonal_apply_ne _ hij, hne]
  rw [pairState, hdiag, Matrix.det_diagonal, prod_level]

end PairingWaveFunction
```

```lean
#print axioms PairingWaveFunction.pairState_eq_sum_configs
#print axioms PairingWaveFunction.pairState_eq_zero_of_few_levels
#print axioms PairingWaveFunction.pairState_sub_blocked
#print axioms PairingWaveFunction.pairState_localised
```

```
'PairingWaveFunction.pairState_eq_sum_configs' depends on axioms: [propext, Classical.choice, Quot.sound]
'PairingWaveFunction.pairState_eq_zero_of_few_levels' depends on axioms: [propext, Classical.choice, Quot.sound]
'PairingWaveFunction.pairState_sub_blocked' depends on axioms: [propext, Classical.choice, Quot.sound]
'PairingWaveFunction.pairState_localised' depends on axioms: [propext, Classical.choice, Quot.sound]
```

## How the proof follows the expansion

`pairState_eq_sum_assignments` is the expansion over p. `Finset.prod_univ_sum` turns the product of sums into a sum over assignments, and `Finset.sum_comm` exchanges the sums over σ and p.

The main theorem, `pairState_eq_sum_configs`, first proves `key`, which writes the term of one configuration as a sum over the orderings of its levels. There `hd` expands the down determinant, `hp` supplies the sign from reordering the up determinant, and `hl` says that the product of pairing amplitudes is independent of the order. The last fact rests on `prod_level`, which passes from the list of levels to the set.

What remains is to compare a sum over pairs (S,σ) with a sum over all assignments p.

The three remaining theorems have short proofs. `pairState_eq_zero_of_few_levels` finds an inactive level in each configuration, `pairState_sub_blocked` compares the two expansions term by term, and `pairState_localised` computes the diagonal matrix directly.

## Comparing two sums with `Fintype.sum_of_injective`

The two index sets have different sizes in general, since assignments may repeat levels. `Fintype.sum_of_injective` equates sums over two finite types when there is a map from the first to the second with three properties:

- it is injective;
- the second summand vanishes at every point the map does not reach;
- the summands agree along the map.

Here the map sends (S,σ) to the assignment i ↦ S(σ(i)), and the third property holds by definition (`rfl`).

For injectivity, two pairs with the same assignment have the same occupied levels by `mem_config_iff`, hence the same S. Since `level S` has no repetition, the permutations agree too.

For the vanishing, the proof shows that every assignment without repetition is reached. Its image is a configuration S, and `choose` picks for each i the place t(i) of p(i) in the ordered list. The map t is injective from `Fin N` to itself, hence a permutation. An assignment that is not reached must therefore repeat a level, and `Matrix.det_zero_of_column_eq` makes its up determinant zero. The Pauli principle thus enters as exactly the condition that the summation lemma asks for, and no explicit inverse that sorts an assignment into S and σ has to be defined.
